# The long-range Coulomb repulsion erf(μr)/r has zero slope at electron coalescence

Take two electrons on a line at separation $r$. In atomic units and for $\mu=1$, their long-range repulsion $\operatorname{erf}(r)/r$, continued to $r=0$ by its limit, is
$$\frac{2}{\sqrt\pi}\int_0^1 e^{-r^2s^2}\,ds .$$
Since $1-r^2s^2\le e^{-r^2s^2}\le 1$, the integral lies between $1-r^2/3$ and $1$. The repulsion therefore departs from its value at $r=0$ by at most a multiple of $r^2$. Divided by $r$, that departure still vanishes as $r\to0$, so the slope at contact is zero.

## From a Gaussian integral to a flat contact point

For a range parameter $\mu\ge0$, an inverse length that sets where the interaction is divided, let
$$g(r)=\frac{2\mu}{\sqrt\pi}\int_0^1 e^{-(\mu rs)^2}\,ds,\qquad
\operatorname{erf}(x)=\frac{2}{\sqrt\pi}\int_0^x e^{-t^2}\,dt .$$

For $r\ne0$ and $\mu>0$, substituting $t=\mu rs$, $dt=\mu r\,ds$, gives
$$r\,g(r)=\frac{2}{\sqrt\pi}\int_0^{\mu r}e^{-t^2}\,dt=\operatorname{erf}(\mu r),$$
hence $g(r)=\operatorname{erf}(\mu r)/r$. For $\mu=0$ both sides are zero. Only $r^2$ enters the integrand, so $g$ is even, and $g(0)=2\mu/\sqrt\pi$.

For $x\ge0$ we have $1-x\le e^{-x}\le1$. A sharper upper bound follows from $e^x\ge1+x+x^2/2$ and
$$\left(1-x+\tfrac{x^2}{2}\right)\left(1+x+\tfrac{x^2}{2}\right)=1+\tfrac{x^4}{4}\ge1 .$$
The first factor is positive, so $(1-x+x^2/2)\,e^x\ge1$, which means $e^{-x}\le1-x+x^2/2$. Put $x=a^2s^2$ with $a=\mu r$ and integrate over $s$:
$$1-\frac{a^2}{3}\le\int_0^1e^{-a^2s^2}ds\le1-\frac{a^2}{3}+\frac{a^4}{10},$$
and the integral is also at most $1$. Multiplying by $2\mu/\sqrt\pi$ gives
$$0\le\frac{2\mu}{\sqrt\pi}-g(r)\le\frac{2\mu^3r^2}{3\sqrt\pi},$$
$$0\le g(r)-\frac{2\mu}{\sqrt\pi}\left(1-\frac{\mu^2r^2}{3}\right)\le\frac{\mu^5r^4}{5\sqrt\pi}.$$

For electrons at positions $x$ and $y$, set $r=\|x-y\|$. The first bound makes $g(\|x-y\|)-g(0)$ of order $\|x-y\|^2$, so its derivative in $x$ at $x=y$ is zero. The short-range remainder $1/r-g(r)$ keeps the Coulomb singularity, because $r\,(1/r-g(r))=1-r\,g(r)\to1$.

In range-separated random-phase calculations, $g$ is a common choice of interaction for the long-range correlation; the results here concern this one-parameter pair potential, not the correlation energy or the wavefunction.

## The interaction and its bounds in Lean

```lean
import Mathlib

open Filter Topology
open scoped Real

namespace RangeSeparatedCoulomb

noncomputable section
```

The definitions follow the formulas above, with `longRange μ r` for $g(r)$. The bare repulsion is `1 / r`, as in atomic units.

```lean
/-- The error function, as the normalised integral of a Gaussian from `0` to `x`. -/
def erf (x : ℝ) : ℝ := 2 / √π * ∫ t in (0 : ℝ)..x, Real.exp (-t ^ 2)

/-- The long-range electron repulsion at separation `r` with range parameter `μ`,
written as an integral over Gaussians. -/
def longRange (μ r : ℝ) : ℝ :=
  2 * μ / √π * ∫ s in (0 : ℝ)..1, Real.exp (-(μ * r * s) ^ 2)

/-- The short-range remainder of the Coulomb repulsion `1 / r`, for `r ≠ 0`. -/
def shortRange (μ r : ℝ) : ℝ := 1 / r - longRange μ r
```

The substitution is Mathlib's scaling rule for interval integrals. It holds for every real `μ`, so zero needs no separate case.

```lean
/-- At nonzero separation the long-range repulsion is `erf (μ r) / r`. -/
theorem longRange_eq_erf_div (μ : ℝ) {r : ℝ} (hr : r ≠ 0) :
    longRange μ r = erf (μ * r) / r := by
  -- substitute `t = μ r s`
  have h := intervalIntegral.smul_integral_comp_mul_left (a := 0) (b := 1)
    (fun t : ℝ => Real.exp (-t ^ 2)) (μ * r)
  simp only [smul_eq_mul, mul_zero, mul_one] at h
  rw [eq_div_iff hr, longRange, erf, ← h]
  ring
```

Evenness and the contact value are read off the integrand.

```lean
/-- The long-range repulsion is an even function of `r`. -/
theorem longRange_even (μ r : ℝ) : longRange μ (-r) = longRange μ r := by
  have e : ∀ s : ℝ, -(μ * -r * s) ^ 2 = -(μ * r * s) ^ 2 := fun s => by ring
  simp only [longRange, e]

/-- At coalescence the long-range repulsion has the finite value `2 μ / √π`. -/
theorem longRange_zero (μ : ℝ) : longRange μ 0 = 2 * μ / √π := by
  simp [longRange]
```

Next comes the sharper exponential bound, by the product of quadratics used above.

```lean
/-- For `x ≥ 0` the decaying exponential is at most its second-order Taylor polynomial. -/
theorem exp_neg_le_quadratic {x : ℝ} (hx : 0 ≤ x) :
    Real.exp (-x) ≤ 1 - x + x ^ 2 / 2 := by
  have e : Real.exp (-x) * Real.exp x = 1 := by
    rw [← Real.exp_add, neg_add_cancel, Real.exp_zero]
  have hq : 0 ≤ 1 - x + x ^ 2 / 2 := by nlinarith [sq_nonneg (x - 1)]
  have h1 := mul_le_mul_of_nonneg_left (Real.quadratic_le_exp_of_nonneg hx) hq
  -- the product of the two quadratics is `1 + x ^ 4 / 4`
  have h2 : 1 ≤ (1 - x + x ^ 2 / 2) * Real.exp x := by
    have h4 : 0 ≤ x ^ 4 := by positivity
    linarith
  calc Real.exp (-x) = Real.exp (-x) * 1 := by ring
    _ ≤ Real.exp (-x) * ((1 - x + x ^ 2 / 2) * Real.exp x) :=
        mul_le_mul_of_nonneg_left h2 (Real.exp_pos _).le
    _ = 1 - x + x ^ 2 / 2 := by linear_combination (1 - x + x ^ 2 / 2) * e
```

Here `a` stands for $\mu r$. The auxiliary fact `hv` integrates $1-bs^2+cs^4$ through its primitive; `integral_mono` then carries the three pointwise inequalities over to the integrals.

```lean
/-- Bounds of order zero, two and four in `a` on the integral of `exp (-(a s) ^ 2)`
over the unit interval. -/
theorem gaussian_integral_bounds (a : ℝ) :
    (∫ s in (0 : ℝ)..1, Real.exp (-(a * s) ^ 2)) ≤ 1 ∧
    1 - a ^ 2 / 3 ≤ (∫ s in (0 : ℝ)..1, Real.exp (-(a * s) ^ 2)) ∧
    (∫ s in (0 : ℝ)..1, Real.exp (-(a * s) ^ 2)) ≤ 1 - a ^ 2 / 3 + a ^ 4 / 10 := by
  have hI : IntervalIntegrable (fun s : ℝ => Real.exp (-(a * s) ^ 2))
      MeasureTheory.volume 0 1 := Continuous.intervalIntegrable (by fun_prop) _ _
  have hP : ∀ b c : ℝ, IntervalIntegrable (fun s : ℝ => 1 - b * s ^ 2 + c * s ^ 4)
      MeasureTheory.volume 0 1 :=
    fun b c => Continuous.intervalIntegrable (by fun_prop) _ _
  -- the comparison polynomials are integrated through their primitive
  have hv : ∀ b c : ℝ, (∫ s in (0 : ℝ)..1, (1 - b * s ^ 2 + c * s ^ 4))
      = 1 - b / 3 + c / 5 := by
    intro b c
    have hd : ∀ s ∈ Set.uIcc (0 : ℝ) 1,
        HasDerivAt (fun s : ℝ => s - b / 3 * s ^ 3 + c / 5 * s ^ 5)
          (1 - b * s ^ 2 + c * s ^ 4) s := by
      intro s _
      have h := ((hasDerivAt_id' s).fun_sub ((hasDerivAt_pow 3 s).const_mul (b / 3))).fun_add
        ((hasDerivAt_pow 5 s).const_mul (c / 5))
      exact h.congr_deriv (by norm_num; ring)
    rw [intervalIntegral.integral_eq_sub_of_hasDerivAt hd (hP b c)]
    ring
  have h0 := intervalIntegral.integral_mono zero_le_one hI (hP 0 0) (fun s => by
    show Real.exp (-(a * s) ^ 2) ≤ 1 - 0 * s ^ 2 + 0 * s ^ 4
    have h : Real.exp (-(a * s) ^ 2) ≤ 1 :=
      Real.exp_le_one_iff.mpr (neg_nonpos.mpr (sq_nonneg _))
    linarith)
  have h1 := intervalIntegral.integral_mono zero_le_one (hP (a ^ 2) 0) hI (fun s => by
    show 1 - a ^ 2 * s ^ 2 + 0 * s ^ 4 ≤ Real.exp (-(a * s) ^ 2)
    have h := Real.add_one_le_exp (-(a * s) ^ 2)
    linarith [mul_pow a s 2])
  have h2 := intervalIntegral.integral_mono zero_le_one hI (hP (a ^ 2) (a ^ 4 / 2))
    (fun s => by
      show Real.exp (-(a * s) ^ 2) ≤ 1 - a ^ 2 * s ^ 2 + a ^ 4 / 2 * s ^ 4
      exact (exp_neg_le_quadratic (sq_nonneg (a * s))).trans_eq (by ring))
  rw [hv] at h0 h1 h2
  exact ⟨by linarith, by linarith, by linarith⟩
```

Multiplication by the nonnegative prefactor $2\mu/\sqrt\pi$ turns these into bounds on the interaction.

```lean
/-- For `μ ≥ 0` the long-range repulsion is at most its contact value `2 μ / √π` and falls short of
it by at most `2 μ ^ 3 r ^ 2 / (3 √π)`. -/
theorem longRange_bounds {μ : ℝ} (hμ : 0 ≤ μ) (r : ℝ) :
    0 ≤ 2 * μ / √π - longRange μ r ∧
    2 * μ / √π - longRange μ r ≤ 2 * μ ^ 3 * r ^ 2 / (3 * √π) := by
  obtain ⟨h0, h1, -⟩ := gaussian_integral_bounds (μ * r)
  have hp : 0 ≤ 2 * μ / √π := by positivity
  have k0 := mul_le_mul_of_nonneg_left h0 hp
  have k1 := mul_le_mul_of_nonneg_left h1 hp
  have e : 2 * μ ^ 3 * r ^ 2 / (3 * √π)
      = 2 * μ / √π - 2 * μ / √π * (1 - (μ * r) ^ 2 / 3) := by ring
  rw [e, longRange]
  exact ⟨by linarith, by linarith⟩

/-- For `μ ≥ 0` the long-range repulsion exceeds the parabola
`(2 μ / √π) (1 - μ ^ 2 r ^ 2 / 3)` by a nonnegative amount of at most
`μ ^ 5 r ^ 4 / (5 √π)`. -/
theorem longRange_expansion {μ : ℝ} (hμ : 0 ≤ μ) (r : ℝ) :
    0 ≤ longRange μ r - 2 * μ / √π * (1 - μ ^ 2 * r ^ 2 / 3) ∧
    longRange μ r - 2 * μ / √π * (1 - μ ^ 2 * r ^ 2 / 3)
      ≤ μ ^ 5 * r ^ 4 / (5 * √π) := by
  obtain ⟨-, h1, h2⟩ := gaussian_integral_bounds (μ * r)
  have hp : 0 ≤ 2 * μ / √π := by positivity
  have k1 := mul_le_mul_of_nonneg_left h1 hp
  have k2 := mul_le_mul_of_nonneg_left h2 hp
  have e1 : 2 * μ / √π * (1 - μ ^ 2 * r ^ 2 / 3)
      = 2 * μ / √π * (1 - (μ * r) ^ 2 / 3) := by ring
  have e2 : μ ^ 5 * r ^ 4 / (5 * √π)
      = 2 * μ / √π * (1 - (μ * r) ^ 2 / 3 + (μ * r) ^ 4 / 10)
        - 2 * μ / √π * (1 - (μ * r) ^ 2 / 3) := by ring
  rw [e2, e1, longRange]
  exact ⟨by linarith, by linarith⟩
```

The second bound is useful in code. Evaluating `erf(mu*r)/r` at $r=0$ gives 0/0, so a routine can switch to the parabola at small $r$. For $\mu>0$ the error relative to the contact value is at most $(\mu r)^4/10$, or $10^{-17}$ for $\mu r\le10^{-4}$, which is below double-precision rounding.

## Zero derivative at coalescence

In the next theorem `E` is any real normed space; three-dimensional Euclidean space is the physical case. `HasFDerivAt` with the zero linear map says that the gradient in one electron's position vanishes when it meets the other. The proof states the quadratic bound as `=O[𝓝 y]`, and an exponent greater than one forces the derivative to be zero.

```lean
/-- For `μ ≥ 0` the long-range repulsion between electrons at `x` and `y`, as a function
of the position `x`, is differentiable at coalescence `x = y` with zero derivative. -/
theorem longRange_no_cusp {E : Type*} [NormedAddCommGroup E] [NormedSpace ℝ E]
    {μ : ℝ} (hμ : 0 ≤ μ) (y : E) :
    HasFDerivAt (fun x : E => longRange μ ‖x - y‖) (0 : E →L[ℝ] ℝ) y := by
  -- the deviation from the contact value is quadratic in the distance
  have hO : (fun x : E => longRange μ ‖x - y‖ - 2 * μ / √π)
      =O[𝓝 y] fun x => ‖x - y‖ ^ 2 := by
    refine Asymptotics.IsBigO.of_bound (2 * μ ^ 3 / (3 * √π)) (Eventually.of_forall ?_)
    intro x
    have h := longRange_bounds hμ ‖x - y‖
    show ‖longRange μ ‖x - y‖ - 2 * μ / √π‖ ≤ 2 * μ ^ 3 / (3 * √π) * ‖‖x - y‖ ^ 2‖
    rw [Real.norm_eq_abs, abs_sub_comm, abs_of_nonneg h.1, norm_pow, norm_norm]
    exact h.2.trans_eq (by ring)
  have hf : HasFDerivAt (fun x : E => longRange μ ‖x - y‖ - 2 * μ / √π)
      (0 : E →L[ℝ] ℝ) y := hO.hasFDerivAt one_lt_two
  simpa using hf.add_const (2 * μ / √π)
```

Taking `E` to be the real line and `y = 0` gives the radial statement, first for $g(|r|)$ and then, by evenness, for $g(r)$.

```lean
/-- For `μ ≥ 0` the radial derivative of the long-range repulsion vanishes at `r = 0`. -/
theorem longRange_hasDerivAt_zero {μ : ℝ} (hμ : 0 ≤ μ) :
    HasDerivAt (longRange μ) 0 0 := by
  have h := (longRange_no_cusp hμ (0 : ℝ)).hasDerivAt
  -- evenness removes the absolute value
  have e : (fun x : ℝ => longRange μ ‖x - 0‖) = longRange μ := by
    funext x
    rw [sub_zero, Real.norm_eq_abs]
    rcases abs_choice x with hx | hx
    · rw [hx]
    · rw [hx, longRange_even]
  rw [e] at h
  simpa using h
```

Differentiability implies continuity at zero, which gives the limit of $1-r\,g(r)$. The filter `𝓝[≠] 0` lets $r$ approach zero from both sides without reaching it; the physical approach is through positive $r$.

```lean
/-- For `μ ≥ 0` the short-range remainder times `r` tends to `1` as `r` tends to `0`
through nonzero values. -/
theorem shortRange_singularity {μ : ℝ} (hμ : 0 ≤ μ) :
    Tendsto (fun r => r * shortRange μ r) (𝓝[≠] 0) (𝓝 1) := by
  have h : ContinuousAt (fun r : ℝ => 1 - r * longRange μ r) 0 :=
    continuousAt_const.sub (continuousAt_id.mul (longRange_hasDerivAt_zero hμ).continuousAt)
  have hc : Tendsto (fun r : ℝ => 1 - r * longRange μ r) (𝓝[≠] 0) (𝓝 1) := by
    have h2 := h.tendsto.mono_left (nhdsWithin_le_nhds (s := {(0 : ℝ)}ᶜ))
    simpa only [zero_mul, sub_zero] using h2
  refine hc.congr' ?_
  filter_upwards [self_mem_nhdsWithin] with r hr
  have hr0 : r ≠ 0 := hr
  rw [shortRange, mul_sub, mul_one_div_cancel hr0]

end

end RangeSeparatedCoulomb
```

```lean
#print axioms RangeSeparatedCoulomb.longRange_zero
-- 'RangeSeparatedCoulomb.longRange_zero' depends on axioms: [propext, Classical.choice, Quot.sound]
#print axioms RangeSeparatedCoulomb.longRange_expansion
-- 'RangeSeparatedCoulomb.longRange_expansion' depends on axioms: [propext, Classical.choice, Quot.sound]
#print axioms RangeSeparatedCoulomb.longRange_hasDerivAt_zero
-- 'RangeSeparatedCoulomb.longRange_hasDerivAt_zero' depends on axioms: [propext, Classical.choice, Quot.sound]
#print axioms RangeSeparatedCoulomb.shortRange_singularity
-- 'RangeSeparatedCoulomb.shortRange_singularity' depends on axioms: [propext, Classical.choice, Quot.sound]
```
